# Keeping only part of an irreducible multiplet breaks the symmetry of the projector

Suppose a sum over bands is cut off after a fixed number of states, and the cut falls between two degenerate partners. The sum may then contain the $x$ partner of a doublet but not the $y$ partner, and quantities that symmetry makes equal along $x$ and $y$ can come out different. Nothing in the Hamiltonian has changed; the list of kept states has lost the symmetry.

The problems below make this precise for linear unitary symmetries and a projector that gives every kept state the same weight. For electronic-structure sums over one-particle states in a finite basis, they show that a cutoff through an irreducible multiplet always spoils the symmetry of that projector.

## States, symmetries and the kept space

Let $V$ be a complex inner product space and $G$ a group. Each $g\in G$ acts by a unitary operator $D(g)$, with $D(gh)=D(g)D(h)$. In Lean, `D : G →* (V ≃ₗᵢ[ℂ] V)` is a homomorphism into the invertible linear maps that preserve the norm. Antiunitary operations such as time reversal are not of this type, so a degeneracy that exists only because of time reversal is not covered.

```lean
import Mathlib

open scoped InnerProductSpace

namespace TruncatedMultiplet

noncomputable section

variable {G V : Type*} [Group G] [NormedAddCommGroup V] [InnerProductSpace ℂ V]
```

A subspace is invariant if every $D(g)$ maps it into itself.

```lean
/-- The subspace `U` is mapped into itself by every symmetry operation `D g`. -/
def Invariant (D : G →* (V ≃ₗᵢ[ℂ] V)) (U : Submodule ℂ V) : Prop :=
  ∀ g, ∀ x ∈ U, D g x ∈ U
```

A multiplet $M$ is an invariant subspace whose only invariant subspaces are $0$ and $M$. Degeneracy in energy plays no part in the definition: two multiplets that happen to share an energy remain two multiplets, and a cut between them is not a truncation in the present sense.

```lean
/-- The subspace `M` is invariant and contains no invariant subspace except `0` and `M`. -/
def IsMultiplet (D : G →* (V ≃ₗᵢ[ℂ] V)) (M : Submodule ℂ V) : Prop :=
  Invariant D M ∧ ∀ U ≤ M, Invariant D U → U = ⊥ ∨ U = M
```

The calculation keeps a part $W$ of $M$, with $W\neq 0$ and $W\neq M$, and also a subspace $U$ of other states with $U\cap M=0$. The kept space is $K=U+W$, written `U ⊔ W`. The states in $U$ need not be orthogonal to $M$, and $U$ need not be invariant.

When $V$ is finite-dimensional, let $P_K$ be the orthogonal projector onto $K$, in Lean `K.starProjection`. The band sum of a state $x$ is $S_K(x)=\lVert P_Kx\rVert^2$. It has no energy denominators or matrix elements of an observable. For a normalised $x$ it is the fraction of the state that the kept space captures.

```lean
/-- The band sum of the state `x`: the squared norm of its projection onto the space `K`
of kept states. -/
def bandSum [FiniteDimensional ℂ V] (K : Submodule ℂ V) (x : V) : ℝ :=
  ‖K.starProjection x‖ ^ 2
```

## (a) Some kept state leaks out

**Task.** Show that there are a $g\in G$ and a state $x\in W$ with $D(g)x\notin U+W$.

**Solution.** Suppose instead that $D(g)x\in U+W$ for all $g$ and all $x\in W$. Since $x\in M$ and $M$ is invariant, $D(g)x$ also lies in $M$, hence in $(U+W)\cap M$.

This intersection is $W$. Indeed, if $u+w\in M$ with $u\in U$ and $w\in W$, then $u=(u+w)-w$ lies in $M$, because $W\subseteq M$. So $u\in U\cap M=0$, and $u+w=w\in W$. Conversely, $W$ lies in both $U+W$ and $M$.

Therefore $D(g)x\in W$ for all $g$ and all $x\in W$, and $W$ is invariant. A multiplet has no invariant subspaces besides $0$ and $M$, which contradicts the choice of $W$.

In the Lean proof, `hmod` is the statement about the intersection, `hW` the invariance of $W$, and the last lines compare $W$ with the two permitted subspaces. This part needs no finite dimension.

```lean
/-- A truncated multiplet leaks: if only a part `W` of the multiplet `M` is kept, next to other
states `U` independent of `M`, some symmetry operation carries a state of `W` out of the
kept space. -/
theorem exists_leaking_state (D : G →* (V ≃ₗᵢ[ℂ] V)) {U M W : Submodule ℂ V}
    (hM : IsMultiplet D M) (hUM : Disjoint U M) (hWM : W ≤ M) (h0 : W ≠ ⊥) (h1 : W ≠ M) :
    ∃ g, ∃ x ∈ W, D g x ∉ U ⊔ W := by
  by_contra hcon
  push Not at hcon
  -- the part of the kept space inside the multiplet is exactly `W`
  have hmod : (W ⊔ U) ⊓ M = W := by
    rw [sup_inf_assoc_of_le U hWM, hUM.eq_bot, sup_bot_eq]
  have hW : Invariant D W := by
    intro g x hx
    have h : D g x ∈ (W ⊔ U) ⊓ M :=
      Submodule.mem_inf.mpr ⟨by rw [sup_comm]; exact hcon g x hx, hM.1 g x (hWM hx)⟩
    rwa [hmod] at h
  rcases hM.2 W hWM hW with h | h
  · exact h0 h
  · exact h1 h
```

The proof turns on `sup_inf_assoc_of_le`, the modular law for lattices. For $W\subseteq M$ it gives
$$(W+U)\cap M=W+(U\cap M),$$
and `hUM.eq_bot` then replaces $U\cap M$ by $0$. Mathlib knows that the subspaces of a vector space form a modular lattice, so the argument with $u$ and $w$ does not have to be repeated. The condition $W\subseteq M$, passed as `hWM`, matters because intersections do not distribute over sums of subspaces in general. In a plane, let $W$ be the $x$ line, $U$ the diagonal and $M$ the $y$ line. Then $(W+U)\cap M=M$, while $W\cap M$ and $U\cap M$ are both $0$.

## (b) The band sum as a sum of squared overlaps

**Task.** Let $V$ be finite-dimensional, $K$ any subspace, and $b_i$ an orthonormal basis of $K$. Show that $S_K(x)=\sum_i|\langle b_i,x\rangle|^2$.

**Solution.** The difference $x-P_Kx$ is orthogonal to $K$, and $b_i\in K$, so $\langle b_i,x\rangle=\langle b_i,P_Kx\rangle$. Since $P_Kx$ lies in $K$, it has the expansion $P_Kx=\sum_i\langle b_i,P_Kx\rangle\,b_i$. Orthonormality gives
$$\lVert P_Kx\rVert^2=\sum_i|\langle b_i,P_Kx\rangle|^2=\sum_i|\langle b_i,x\rangle|^2 .$$
The value is thus the same for every orthonormal basis of the kept space. Choosing other orthonormal combinations of the kept states cannot repair a bad cutoff.

In Lean, `h` is the expansion of the norm for $P_Kx$ regarded as an element of $K$, and `h2` exchanges $P_Kx$ for $x$ in each overlap.

```lean
section Projection

variable [FiniteDimensional ℂ V]

/-- The band sum is the sum of the squared overlaps with any orthonormal basis of the
kept space. -/
theorem bandSum_eq_sum {ι : Type*} [Fintype ι] (K : Submodule ℂ V)
    (b : OrthonormalBasis ι ℂ K) (x : V) :
    bandSum K x = ∑ i, ‖⟪(b i : V), x⟫_ℂ‖ ^ 2 := by
  have h := b.sum_sq_norm_inner_right ⟨K.starProjection x, K.starProjection_apply_mem x⟩
  have h2 : ∀ i, ⟪(b i : V), K.starProjection x⟫_ℂ = ⟪(b i : V), x⟫_ℂ := by
    intro i
    have h3 := Submodule.inner_right_of_mem_orthogonal (b i).2
      (K.sub_starProjection_mem_orthogonal x)
    rw [inner_sub_right] at h3
    exact (sub_eq_zero.mp h3).symm
  simp only [Submodule.coe_inner, Submodule.coe_norm, h2] at h
  exact h.symm
```

## (c) A state outside the kept space is not fully captured

**Task.** Show that $y\notin K$ implies $S_K(y)<\lVert y\rVert^2$.

**Solution.** Write $y=P_Ky+(y-P_Ky)$. The two components are orthogonal, so by Pythagoras
$$\lVert y\rVert^2=\lVert P_Ky\rVert^2+\lVert y-P_Ky\rVert^2 .$$
If the last term were zero, $y=P_Ky$ would lie in $K$. It is therefore positive, and $S_K(y)=\lVert P_Ky\rVert^2$ is strictly smaller than $\lVert y\rVert^2$.

The Lean proof starts from the general formula for $\lVert a+b\rVert^2$, in `hp`, and removes the cross term with the orthogonality `horth`. The positivity of the discarded part is `hpos`.

```lean
/-- A state outside the kept space has a band sum strictly below its squared norm. -/
theorem bandSum_lt (K : Submodule ℂ V) {y : V} (hy : y ∉ K) : bandSum K y < ‖y‖ ^ 2 := by
  have horth := Submodule.inner_right_of_mem_orthogonal (K.starProjection_apply_mem y)
    (K.sub_starProjection_mem_orthogonal y)
  -- Pythagoras for the kept and the discarded component
  have hp := norm_add_sq (𝕜 := ℂ) (K.starProjection y) (y - K.starProjection y)
  rw [horth, add_sub_cancel] at hp
  have hne : y - K.starProjection y ≠ 0 := by
    intro h
    apply hy
    rw [sub_eq_zero.mp h]
    exact K.starProjection_apply_mem y
  have hpos : 0 < ‖y - K.starProjection y‖ ^ 2 := pow_pos (norm_pos_iff.mpr hne) 2
  simp only [map_zero, mul_zero, add_zero] at hp
  unfold bandSum
  linarith
```

## (d) A symmetry operation lowers the band sum

**Task.** With $K=U+W$ as in (a), find a $g$ and an $x\in W$ with $S_K(D(g)x)<S_K(x)$.

**Solution.** Take the leaking state from (a). Since $x\in W\subseteq K$, we have $P_Kx=x$ and $S_K(x)=\lVert x\rVert^2$. Since $D(g)x\notin K$, part (c) and the unitarity of $D(g)$ give
$$S_K(D(g)x)<\lVert D(g)x\rVert^2=\lVert x\rVert^2=S_K(x).$$
The state $x$ is nonzero, because $D(g)0=0$ could not leave $K$. After normalisation, its band sum falls from $1$ to a value below $1$. The theorem gives no lower bound on the drop, and it promises one suitable operation, not a drop under each of them.

In Lean, `hfix` is $P_Kx=x$, and `LinearIsometryEquiv.norm_map` is the unitarity step.

```lean
/-- When a multiplet is truncated, the band sum of some kept state strictly drops under a
symmetry operation. -/
theorem bandSum_drops (D : G →* (V ≃ₗᵢ[ℂ] V)) {U M W : Submodule ℂ V}
    (hM : IsMultiplet D M) (hUM : Disjoint U M) (hWM : W ≤ M) (h0 : W ≠ ⊥) (h1 : W ≠ M) :
    ∃ g, ∃ x ∈ W, bandSum (U ⊔ W) (D g x) < bandSum (U ⊔ W) x := by
  obtain ⟨g, x, hx, hgx⟩ := exists_leaking_state D hM hUM hWM h0 h1
  refine ⟨g, x, hx, ?_⟩
  have hlt := bandSum_lt (U ⊔ W) hgx
  have hfix : (U ⊔ W).starProjection x = x :=
    Submodule.starProjection_eq_self_iff.mpr (Submodule.mem_sup_right hx)
  -- the unitary keeps the norm, and `x` itself is fully kept
  rw [LinearIsometryEquiv.norm_map] at hlt
  have hx2 : bandSum (U ⊔ W) x = ‖x‖ ^ 2 := by rw [bandSum, hfix]
  rwa [hx2]
```

## (e) The projector fails to commute with a symmetry

**Task.** Show that $P_KD(g)\neq D(g)P_K$ for some $g$, where $K=U+W$.

**Solution.** Take $g$ and $x$ from (a) again. If the two operators agreed on $x$, then $P_Kx=x$ would give
$$P_KD(g)x=D(g)P_Kx=D(g)x .$$
A vector that $P_K$ leaves unchanged lies in $K$, so $D(g)x\in K$, contrary to (a).

The Lean statement expresses the failure to commute by naming a vector on which the two products differ. Its proof uses `starProjection_eq_self_iff` in both directions: once for $P_Kx=x$, and once to conclude that $D(g)x$ lies in $K$.

The condition $U\cap M=0$ is needed. Let $M=V=\mathbb{C}^2$ be a doublet, $W$ the $x$ line and $U$ the $y$ line. Then $U\cap M=U\neq 0$ and $U+W=V$. The projector is the identity, which commutes with everything: the "other" states have supplied the missing partner.

```lean
/-- When a multiplet is truncated, the orthogonal projection onto the kept space fails to
commute with some symmetry operation. -/
theorem truncation_breaks_symmetry (D : G →* (V ≃ₗᵢ[ℂ] V)) {U M W : Submodule ℂ V}
    (hM : IsMultiplet D M) (hUM : Disjoint U M) (hWM : W ≤ M) (h0 : W ≠ ⊥) (h1 : W ≠ M) :
    ∃ g x, (U ⊔ W).starProjection (D g x) ≠ D g ((U ⊔ W).starProjection x) := by
  obtain ⟨g, x, hx, hgx⟩ := exists_leaking_state D hM hUM hWM h0 h1
  refine ⟨g, x, fun h => hgx ?_⟩
  have hfix : (U ⊔ W).starProjection x = x :=
    Submodule.starProjection_eq_self_iff.mpr (Submodule.mem_sup_right hx)
  rw [hfix] at h
  exact Submodule.starProjection_eq_self_iff.mp h
```

## (f) The whole space as one multiplet

**Task.** Let $V$ be finite-dimensional with no invariant subspaces except $0$ and $V$. Show that the projector onto any subspace $W$ other than $0$ and $V$ fails to commute with some $D(g)$.

**Solution.** Put $M=V$ and $U=0$. Then $U\cap M=0$ and $W\subseteq M$ hold automatically, and the kept space is $W$ itself. Part (a) gives $x\in W$ with $D(g)x\notin W$, and the argument of (e) applies. In one dimension there is no such $W$, so a singlet cannot be truncated.

In Lean the whole space is `⊤` and the zero subspace `⊥`. The rewrite `bot_sup_eq` is $0+W=W$.

```lean
/-- If the whole space is one multiplet, the orthogonal projection onto any subspace other than
`0` and the whole space fails to commute with some symmetry operation. -/
theorem projection_not_symmetric (D : G →* (V ≃ₗᵢ[ℂ] V)) (hV : IsMultiplet D ⊤)
    {W : Submodule ℂ V} (h0 : W ≠ ⊥) (h1 : W ≠ ⊤) :
    ∃ g x, W.starProjection (D g x) ≠ D g (W.starProjection x) := by
  obtain ⟨g, x, hx, hgx⟩ := exists_leaking_state D hV disjoint_bot_left le_top h0 h1
  rw [bot_sup_eq] at hgx
  refine ⟨g, x, fun h => hgx ?_⟩
  rw [Submodule.starProjection_eq_self_iff.mpr hx] at h
  exact Submodule.starProjection_eq_self_iff.mp h

end Projection
```

## (g) The $(x,y)$ doublet of a square

**Task.** Show that $\mathbb{C}^2$ is one multiplet under the symmetry group of the square, and that the $x$ line is neither $0$ nor the whole doublet.

**Solution.** Write a state as $v=(v_0,v_1)$, with $x$ component $v_0$ and $y$ component $v_1$. Two mirrors generate the group:
$$\sigma_d(v_0,v_1)=(v_1,v_0),\qquad \sigma_y(v_0,v_1)=(v_0,-v_1).$$

Let $U\neq 0$ now be an invariant subspace, and take a nonzero $v\in U$. If $v_0=0$, then $v_1\neq 0$, and we replace $v$ by $\sigma_dv$. So we may assume $v_0\neq 0$. Then
$$\frac{1}{2v_0}\,(v+\sigma_yv)=(1,0)\in U,\qquad \sigma_d(1,0)=(0,1)\in U,$$
and $U$ is the whole doublet.

The $x$ line contains $(1,0)\neq 0$ and does not contain $(0,1)$, so it is a proper truncation. The damage is visible directly. With $P$ the projector onto the $x$ line, $P\sigma_d(1,0)=0$ but $\sigma_dP(1,0)=(0,1)$, and the band sum of $(1,0)$ falls from $1$ to $0$ under $\sigma_d$.

The mirrors are defined with their inverses and the proof that they preserve the norm.

```lean
/-- The diagonal mirror, which exchanges the `x` and `y` components. -/
def mirrorDiag : EuclideanSpace ℂ (Fin 2) ≃ₗᵢ[ℂ] EuclideanSpace ℂ (Fin 2) where
  toFun v := !₂[v 1, v 0]
  invFun v := !₂[v 1, v 0]
  map_add' v w := by ext i; fin_cases i <;> simp
  map_smul' c v := by ext i; fin_cases i <;> simp
  left_inv v := by ext i; fin_cases i <;> simp
  right_inv v := by ext i; fin_cases i <;> simp
  norm_map' v := by
    change ‖!₂[v 1, v 0]‖ = ‖v‖
    simp [EuclideanSpace.norm_eq, Fin.sum_univ_two, add_comm]

/-- The mirror that reverses the `y` component. -/
def mirrorY : EuclideanSpace ℂ (Fin 2) ≃ₗᵢ[ℂ] EuclideanSpace ℂ (Fin 2) where
  toFun v := !₂[v 0, -v 1]
  invFun v := !₂[v 0, -v 1]
  map_add' v w := by ext i; fin_cases i <;> simp [add_comm]
  map_smul' c v := by ext i; fin_cases i <;> simp
  left_inv v := by ext i; fin_cases i <;> simp
  right_inv v := by ext i; fin_cases i <;> simp
  norm_map' v := by
    change ‖!₂[v 0, -v 1]‖ = ‖v‖
    simp [EuclideanSpace.norm_eq, Fin.sum_univ_two]
```

The group is the smallest one that contains both mirrors, and its elements act on the doublet as they stand, through `squareGroup.subtype`.

```lean
/-- The symmetry group of the square, generated by the two mirrors. -/
def squareGroup : Subgroup (EuclideanSpace ℂ (Fin 2) ≃ₗᵢ[ℂ] EuclideanSpace ℂ (Fin 2)) :=
  Subgroup.closure {mirrorDiag, mirrorY}
```

In the last proof, `key` is the step from a state with $v_0\neq 0$ to the whole doublet, and the case distinction on `x 0 = 0` is the possible use of $\sigma_d$ beforehand. The theorem supplies the hypotheses of (f) for a concrete group and subspace.

```lean
/-- Under the symmetry group of the square the `(x, y)` doublet is one multiplet, and the `x`
line is a subspace other than `0` and the whole doublet. -/
theorem multiplet_witness :
    IsMultiplet squareGroup.subtype ⊤ ∧
      Submodule.span ℂ {(!₂[1, 0] : EuclideanSpace ℂ (Fin 2))} ≠ ⊥ ∧
      Submodule.span ℂ {(!₂[1, 0] : EuclideanSpace ℂ (Fin 2))} ≠ ⊤ := by
  refine ⟨⟨fun _ _ _ => Submodule.mem_top, fun U _ hU => ?_⟩, ?_, ?_⟩
  · have hd : ∀ v ∈ U, !₂[v 1, v 0] ∈ U := fun v hv =>
      hU ⟨mirrorDiag, Subgroup.subset_closure (by simp)⟩ v hv
    have hy : ∀ v ∈ U, !₂[v 0, -v 1] ∈ U := fun v hv =>
      hU ⟨mirrorY, Subgroup.subset_closure (by simp)⟩ v hv
    -- one state with an `x` component generates the whole doublet
    have key : ∀ v ∈ U, v 0 ≠ 0 → U = ⊤ := by
      intro v hv h0
      have hx : (!₂[1, 0] : EuclideanSpace ℂ (Fin 2)) ∈ U := by
        have h := U.smul_mem (2 * v 0)⁻¹ (U.add_mem hv (hy v hv))
        convert h using 1
        ext i
        fin_cases i
        · simp
          field_simp
          try norm_num
        · simp
      have hx' : (!₂[0, 1] : EuclideanSpace ℂ (Fin 2)) ∈ U := by
        simpa using hd _ hx
      refine (Submodule.eq_top_iff').mpr fun w => ?_
      have h := U.add_mem (U.smul_mem (w 0) hx) (U.smul_mem (w 1) hx')
      convert h using 1
      ext i
      fin_cases i <;> simp
    by_cases hb : U = ⊥
    · exact Or.inl hb
    · right
      obtain ⟨x, hx, hne⟩ := Submodule.exists_mem_ne_zero_of_ne_bot hb
      by_cases h0 : x 0 = 0
      · refine key _ (hd x hx) fun h1 => hne ?_
        have h1' : x 1 = 0 := by simpa using h1
        ext i
        fin_cases i
        · simpa using h0
        · simpa using h1'
      · exact key x hx h0
  · intro h
    have h2 := Submodule.span_singleton_eq_bot.mp h
    have h3 := congrArg (fun v : EuclideanSpace ℂ (Fin 2) => v 0) h2
    simp at h3
  · intro h
    have h2 : (!₂[0, 1] : EuclideanSpace ℂ (Fin 2)) ∈
        Submodule.span ℂ {(!₂[1, 0] : EuclideanSpace ℂ (Fin 2))} := by
      rw [h]; exact Submodule.mem_top
    obtain ⟨c, hc⟩ := Submodule.mem_span_singleton.mp h2
    have h3 := congrArg (fun v : EuclideanSpace ℂ (Fin 2) => v 1) hc
    simp at h3

end

end TruncatedMultiplet
```

```lean
#print axioms TruncatedMultiplet.bandSum_eq_sum
-- 'TruncatedMultiplet.bandSum_eq_sum' depends on axioms: [propext, Classical.choice, Quot.sound]
#print axioms TruncatedMultiplet.bandSum_drops
-- 'TruncatedMultiplet.bandSum_drops' depends on axioms: [propext, Classical.choice, Quot.sound]
#print axioms TruncatedMultiplet.truncation_breaks_symmetry
-- 'TruncatedMultiplet.truncation_breaks_symmetry' depends on axioms: [propext, Classical.choice, Quot.sound]
#print axioms TruncatedMultiplet.projection_not_symmetric
-- 'TruncatedMultiplet.projection_not_symmetric' depends on axioms: [propext, Classical.choice, Quot.sound]
```
